# Any finite list of levels between two flat bands arises by truncating a balanced gapped Hamiltonian

Anyone who trusts an energy gap to survive the truncation of a basis may take a spurious level inside it for a physical state, such as a defect level. For suitably chosen Hamiltonians with two flat bands and equally many states in each, keeping half of the basis can give any levels between the band edges, with any orthonormal orbitals.

```lean
import Mathlib

open Matrix
open scoped ComplexOrder

namespace GappedTruncation

/-- A Hamiltonian whose only possible energies are the flat bands `-1` and `1`, one of which may be
empty: a Hermitian matrix whose square is the identity. -/
def IsFlatGapped {k : Type*} [Fintype k] [DecidableEq k] (H : Matrix k k ℂ) : Prop :=
  H.IsHermitian ∧ H * H = 1

/-- Truncation of a Hamiltonian to the kept basis functions `m`, discarding those in `n`. -/
def truncation {m n : Type*} (H : Matrix (m ⊕ n) (m ⊕ n) ℂ) : Matrix m m ℂ :=
  H.toBlocks₁₁

/-- The diagonal matrix with the real energy levels `E`. -/
noncomputable def levelMatrix {m : Type*} [DecidableEq m] (E : m → ℝ) : Matrix m m ℂ :=
  diagonal fun i => (E i : ℂ)

variable {m n : Type*} [Fintype m] [DecidableEq m] [Fintype n] [DecidableEq n]

/-- For a flat-band gapped Hamiltonian, the square of the truncated matrix falls short of
the identity by the coupling to the discarded functions times its adjoint. -/
theorem truncation_sq_add_coupling {H : Matrix (m ⊕ n) (m ⊕ n) ℂ} (hH : IsFlatGapped H) :
    truncation H * truncation H + H.toBlocks₁₂ * (H.toBlocks₁₂)ᴴ = 1 := by
  have hB : (H.toBlocks₁₂)ᴴ = H.toBlocks₂₁ := by
    ext k j
    exact hH.1.apply (Sum.inr k) (Sum.inl j)
  rw [hB]
  ext i j
  -- the kept block of `H * H = 1`
  have e := congrFun (congrFun hH.2 (Sum.inl i)) (Sum.inl j)
  simpa [truncation, Matrix.mul_apply, Matrix.one_apply, toBlocks₁₁, toBlocks₁₂,
    toBlocks₂₁, Fintype.sum_sum_type] using e

/-- The truncation of a flat-band gapped Hamiltonian still squares to the identity exactly
when the kept functions are not coupled to the discarded ones. -/
theorem truncation_sq_eq_one_iff {H : Matrix (m ⊕ n) (m ⊕ n) ℂ} (hH : IsFlatGapped H) :
    truncation H * truncation H = 1 ↔ H.toBlocks₁₂ = 0 := by
  have e := truncation_sq_add_coupling hH
  constructor
  · intro h
    rw [h] at e
    exact Matrix.self_mul_conjTranspose_eq_zero.1 (add_eq_left.1 e)
  · intro h
    rw [h, Matrix.zero_mul, add_zero] at e
    exact e

/-- For a flat-band gapped Hamiltonian whose truncation has orbitals `U` and levels `E`, the square
of the diagonal level matrix plus the coupling `Uᴴ * H.toBlocks₁₂` times its adjoint is the
identity. -/
theorem level_sq_add_coupling {H : Matrix (m ⊕ n) (m ⊕ n) ℂ} (hH : IsFlatGapped H)
    {U : Matrix m m ℂ} (hU : U ∈ unitaryGroup m ℂ) {E : m → ℝ}
    (hE : truncation H = U * levelMatrix E * Uᴴ) :
    levelMatrix E * levelMatrix E + (Uᴴ * H.toBlocks₁₂) * (Uᴴ * H.toBlocks₁₂)ᴴ = 1 := by
  have h2 : Uᴴ * U = 1 := mem_unitaryGroup_iff'.1 hU
  have hCC : Uᴴ * (truncation H * truncation H) * U = levelMatrix E * levelMatrix E := by
    rw [hE]
    calc _ = (Uᴴ * U) * levelMatrix E * (Uᴴ * U) * levelMatrix E * (Uᴴ * U) := by
          simp only [Matrix.mul_assoc]
      _ = _ := by simp only [h2, Matrix.one_mul, Matrix.mul_one]
  have hBB : Uᴴ * (H.toBlocks₁₂ * (H.toBlocks₁₂)ᴴ) * U
      = (Uᴴ * H.toBlocks₁₂) * (Uᴴ * H.toBlocks₁₂)ᴴ := by
    rw [conjTranspose_mul, conjTranspose_conjTranspose]
    simp only [Matrix.mul_assoc]
  rw [← hCC, ← hBB, ← Matrix.add_mul, ← Matrix.mul_add, truncation_sq_add_coupling hH,
    Matrix.mul_one, h2]

/-- Truncating a flat-band gapped Hamiltonian, with any number of discarded functions,
gives only levels in `[-1, 1]`. -/
theorem levels_mem_Icc {H : Matrix (m ⊕ n) (m ⊕ n) ℂ} (hH : IsFlatGapped H)
    {U : Matrix m m ℂ} (hU : U ∈ unitaryGroup m ℂ) {E : m → ℝ}
    (hE : truncation H = U * levelMatrix E * Uᴴ) (i : m) : E i ∈ Set.Icc (-1 : ℝ) 1 := by
  have e := congrFun (congrFun (level_sq_add_coupling hH hU hE) i) i
  generalize Uᴴ * H.toBlocks₁₂ = W at e
  have hs : (W * Wᴴ) i i = ((∑ k, Complex.normSq (W i k) : ℝ) : ℂ) := by
    simp only [Matrix.mul_apply, conjTranspose_apply, Complex.star_def, Complex.mul_conj,
      Complex.ofReal_sum]
  rw [Matrix.add_apply, hs, levelMatrix, diagonal_mul_diagonal, diagonal_apply_eq,
    Matrix.one_apply_eq] at e
  have hr : E i * E i + ∑ k, Complex.normSq (W i k) = 1 := by exact_mod_cast e
  have h0 : 0 ≤ ∑ k, Complex.normSq (W i k) :=
    Finset.sum_nonneg fun k _ => Complex.normSq_nonneg _
  constructor <;> nlinarith

/-- For a flat-band gapped Hamiltonian, the number of levels that truncation puts strictly inside
the gap, between `-1` and `1`, is at most the number of discarded basis functions. -/
theorem card_gap_levels_le {H : Matrix (m ⊕ n) (m ⊕ n) ℂ} (hH : IsFlatGapped H)
    {U : Matrix m m ℂ} (hU : U ∈ unitaryGroup m ℂ) {E : m → ℝ}
    (hE : truncation H = U * levelMatrix E * Uᴴ) :
    Nat.card {i // |E i| < 1} ≤ Fintype.card n := by
  classical
  have e := level_sq_add_coupling hH hU hE
  generalize Uᴴ * H.toBlocks₁₂ = W at e
  have hW : W * Wᴴ = diagonal fun i => ((1 - E i * E i : ℝ) : ℂ) := by
    rw [eq_sub_of_add_eq' e]
    ext i j
    by_cases h : i = j
    · subst h
      simp [levelMatrix]
    · simp [levelMatrix, h]
  -- each level inside the gap adds one to the rank of the coupling
  have hr := (rank_mul_le_left W Wᴴ).trans (rank_le_card_width W)
  rw [hW, rank_diagonal, ← Nat.card_eq_fintype_card] at hr
  have hne : ∀ x : {i // |E i| < 1}, ((1 - E x.1 * E x.1 : ℝ) : ℂ) ≠ 0 := by
    intro x
    have hx := abs_lt.1 x.2
    have hpos : 0 < 1 - E x.1 * E x.1 := by nlinarith [hx.1, hx.2]
    exact Complex.ofReal_ne_zero.2 hpos.ne'
  refine le_trans (Nat.card_le_card_of_injective (fun x => ⟨x.1, hne x⟩) ?_) hr
  intro x y h
  have h' := congrArg Subtype.val h
  exact Subtype.ext h'

/-- Any levels `E` in `[-1, 1]` with any orthonormal orbitals `U` arise by truncating a
flat-band gapped Hamiltonian of twice the size and trace zero. -/
theorem exists_balanced {U : Matrix m m ℂ} (hU : U ∈ unitaryGroup m ℂ) {E : m → ℝ}
    (hE : ∀ i, E i ∈ Set.Icc (-1 : ℝ) 1) :
    ∃ H : Matrix (m ⊕ m) (m ⊕ m) ℂ, IsFlatGapped H ∧ H.trace = 0 ∧
      truncation H = U * levelMatrix E * Uᴴ := by
  have h1 : U * Uᴴ = 1 := mem_unitaryGroup_iff.1 hU
  have h2 : Uᴴ * U = 1 := mem_unitaryGroup_iff'.1 hU
  have hmul : ∀ X Y : Matrix m m ℂ, (U * X * Uᴴ) * (U * Y * Uᴴ) = U * (X * Y) * Uᴴ := by
    intro X Y
    calc _ = U * X * (Uᴴ * U) * Y * Uᴴ := by simp only [Matrix.mul_assoc]
      _ = _ := by rw [h2, Matrix.mul_one]; simp only [Matrix.mul_assoc]
  have herm : ∀ F : m → ℝ, (U * levelMatrix F * Uᴴ).IsHermitian := by
    intro F
    have hF : (levelMatrix F)ᴴ = levelMatrix F := by
      rw [levelMatrix, diagonal_conjTranspose]
      congr 1
      funext i
      exact Complex.conj_ofReal _
    rw [Matrix.IsHermitian, conjTranspose_mul, conjTranspose_mul,
      conjTranspose_conjTranspose, hF, Matrix.mul_assoc]
  -- real numbers `R i` with `E i * E i + R i * R i = 1`, used to build the coupling
  obtain ⟨R, hR⟩ : ∃ R : m → ℝ, ∀ i, E i * E i + R i * R i = 1 := by
    refine ⟨fun i => √(1 - E i * E i), fun i => ?_⟩
    have h0 : 0 ≤ 1 - E i * E i := by nlinarith [(hE i).1, (hE i).2]
    rw [Real.mul_self_sqrt h0]
    ring
  have hc : levelMatrix E * levelMatrix R = levelMatrix R * levelMatrix E := by
    simp only [levelMatrix, diagonal_mul_diagonal]
    congr 1
    funext i
    exact mul_comm _ _
  have hs : levelMatrix E * levelMatrix E + levelMatrix R * levelMatrix R = 1 := by
    simp only [levelMatrix, diagonal_mul_diagonal, diagonal_add]
    rw [← diagonal_one]
    congr 1
    funext i
    exact_mod_cast hR i
  have hC := herm E
  have hS := herm R
  have hCS : (U * levelMatrix E * Uᴴ) * (U * levelMatrix R * Uᴴ)
      = (U * levelMatrix R * Uᴴ) * (U * levelMatrix E * Uᴴ) := by
    rw [hmul, hmul, hc]
  have hsum : (U * levelMatrix E * Uᴴ) * (U * levelMatrix E * Uᴴ)
      + (U * levelMatrix R * Uᴴ) * (U * levelMatrix R * Uᴴ) = 1 := by
    rw [hmul, hmul, ← Matrix.add_mul, ← Matrix.mul_add, hs, Matrix.mul_one, h1]
  generalize U * levelMatrix E * Uᴴ = C at *
  generalize U * levelMatrix R * Uᴴ = S at *
  refine ⟨fromBlocks C S S (-C), ⟨hC.fromBlocks hS hC.neg, ?_⟩, ?_, ?_⟩
  · have a : C * S + S * -C = 0 := by rw [hCS, Matrix.mul_neg, add_neg_cancel]
    have b : S * C + -C * S = 0 := by rw [Matrix.neg_mul, hCS, add_neg_cancel]
    have d : S * S + -C * -C = 1 := by rw [neg_mul_neg, add_comm, hsum]
    rw [fromBlocks_multiply, hsum, a, b, d, fromBlocks_one]
  · simp [Matrix.trace, Fintype.sum_sum_type]
  · exact toBlocks_fromBlocks₁₁ _ _ _ _

/-- A Hermitian matrix `C` is the truncation of a flat-band gapped Hamiltonian of twice its
size if and only if all eigenvalues of `C` lie in `[-1, 1]`. -/
theorem isTruncation_iff {C : Matrix m m ℂ} (hC : C.IsHermitian) :
    (∃ H : Matrix (m ⊕ m) (m ⊕ m) ℂ, IsFlatGapped H ∧ truncation H = C) ↔
      ∀ i, hC.eigenvalues i ∈ Set.Icc (-1 : ℝ) 1 := by
  have hU := hC.eigenvectorUnitary.2
  have hd : C = (hC.eigenvectorUnitary : Matrix m m ℂ) * levelMatrix hC.eigenvalues *
      (hC.eigenvectorUnitary : Matrix m m ℂ)ᴴ := by
    have h := hC.spectral_theorem
    rw [Unitary.conjStarAlgAut_apply] at h
    exact h
  constructor
  · rintro ⟨H, hH, hT⟩ i
    exact levels_mem_Icc hH hU (hT.trans hd) i
  · intro h
    obtain ⟨H, hH, -, hT⟩ := exists_balanced hU h
    exact ⟨H, hH, hT.trans hd.symm⟩

/-- For band edges `a < b`, any levels in `[a, b]` with any orthonormal orbitals arise by truncating
a Hermitian `H` of twice the size with `(H - a) (H - b) = 0` and trace `a + b` times the number of
kept functions. -/
theorem exists_spurious_levels {a b : ℝ} (hab : a < b) {U : Matrix m m ℂ}
    (hU : U ∈ unitaryGroup m ℂ) {E : m → ℝ} (hE : ∀ i, E i ∈ Set.Icc a b) :
    ∃ H : Matrix (m ⊕ m) (m ⊕ m) ℂ, H.IsHermitian ∧
      (H - (a : ℂ) • 1) * (H - (b : ℂ) • 1) = 0 ∧
      H.trace = Fintype.card m * ((a : ℂ) + b) ∧
      truncation H = U * levelMatrix E * Uᴴ := by
  -- shift and scale the gap to `[-1, 1]`
  obtain ⟨c, hc⟩ : ∃ c : ℝ, c = (a + b) / 2 := ⟨_, rfl⟩
  obtain ⟨r, hr⟩ : ∃ r : ℝ, r = (b - a) / 2 := ⟨_, rfl⟩
  have hr0 : 0 < r := by linarith
  obtain ⟨F, hF⟩ : ∃ F : m → ℝ, ∀ i, E i = c + r * F i :=
    ⟨fun i => (E i - c) / r, fun i => by field_simp; ring⟩
  have hF1 : ∀ i, F i ∈ Set.Icc (-1 : ℝ) 1 := by
    intro i
    have h := hE i
    rw [hF i] at h
    constructor <;> nlinarith [h.1, h.2]
  obtain ⟨G, hG, hT, hG1⟩ := exists_balanced hU hF1
  have ha : (a : ℂ) = c - r := by rw [hc, hr]; push_cast; ring
  have hb : (b : ℂ) = c + r := by rw [hc, hr]; push_cast; ring
  refine ⟨(c : ℂ) • 1 + (r : ℂ) • G, ?_, ?_, ?_, ?_⟩
  · simp [Matrix.IsHermitian, conjTranspose_add, conjTranspose_smul, hG.1.eq]
  · have p : (c : ℂ) • 1 + (r : ℂ) • G - ((c : ℂ) - r) • 1 = (r : ℂ) • (G + 1) := by module
    have q : (c : ℂ) • 1 + (r : ℂ) • G - ((c : ℂ) + r) • 1 = (r : ℂ) • (G - 1) := by module
    have z : (G + 1) * (G - 1) = 0 := by
      calc (G + 1) * (G - 1) = G * G - 1 := by noncomm_ring
        _ = 0 := by rw [hG.2, sub_self]
    rw [ha, hb, p, q, smul_mul_smul_comm, z, smul_zero]
  · rw [trace_add, trace_smul, trace_smul, hT, trace_one, Fintype.card_sum, ha, hb]
    simp only [smul_eq_mul]
    push_cast
    ring
  · have t : truncation ((c : ℂ) • 1 + (r : ℂ) • G) = (c : ℂ) • 1 + (r : ℂ) • truncation G := by
      ext i j
      simp [truncation, toBlocks₁₁, Matrix.one_apply]
    have hL : levelMatrix E = (c : ℂ) • 1 + (r : ℂ) • levelMatrix F := by
      ext i j
      by_cases h : i = j
      · subst h
        simp [levelMatrix, hF]
      · simp [levelMatrix, h]
    have h1 : U * Uᴴ = 1 := mem_unitaryGroup_iff.1 hU
    rw [t, hG1, hL, Matrix.mul_add, Matrix.add_mul, Matrix.mul_smul, Matrix.mul_smul,
      Matrix.smul_mul, Matrix.smul_mul, Matrix.mul_one, h1]

end GappedTruncation
```

```lean
#print axioms GappedTruncation.card_gap_levels_le
#print axioms GappedTruncation.exists_balanced
#print axioms GappedTruncation.isTruncation_iff
#print axioms GappedTruncation.exists_spurious_levels
```

```
'GappedTruncation.card_gap_levels_le' depends on axioms: [propext, Classical.choice, Quot.sound]
'GappedTruncation.exists_balanced' depends on axioms: [propext, Classical.choice, Quot.sound]
'GappedTruncation.isTruncation_iff' depends on axioms: [propext, Classical.choice, Quot.sound]
'GappedTruncation.exists_spurious_levels' depends on axioms: [propext, Classical.choice, Quot.sound]
```

## Two flat bands and a cut through the basis

Put the bands at energies −1 and 1. A Hermitian H has only these eigenvalues exactly when H² = 1, and this is `IsFlatGapped`. The basis is split into kept and discarded functions. In Lean, `m` and `n` are the index types of the two sets, not numbers, and `m ⊕ n` labels the full orthonormal basis. In blocks,

H = ( C  B ; B†  D ),

where the semicolon separates block rows. `truncation H` is C, the matrix that one diagonalises after the cut, and B = `H.toBlocks₁₂` couples kept to discarded functions.

The levels E_i and orbitals of C enter through C = U diag(E) U†, with U unitary and the orbitals as its columns; `levelMatrix E` is diag(E).

The main equivalence, `isTruncation_iff`, says that a Hermitian C is the kept block of a flat-band H of twice its size if and only if all eigenvalues of C lie in [−1, 1]. `exists_balanced` adds that H can be chosen with trace zero. Since the trace is the number of states at 1 minus the number at −1, the full Hamiltonian then favours neither band.

## Why no level leaves the interval

The kept block of H² = 1 reads

C² + BB† = 1.

`truncation_sq_add_coupling` obtains this by taking the kept entries of H² = 1 and splitting the matrix product's sum into kept and discarded functions. It follows that C² = 1 exactly when BB† = 0. The trace of BB† is the sum of all |B_jk|², so this means B = 0, as `truncation_sq_eq_one_iff` states: C keeps the flat-band property only if the cut severs no coupling.

Now set W = U†B, so that W_ik couples orbital i to discarded function k. Multiplying by U† on the left and U on the right, and using U†U = 1, gives

diag(E)² + WW† = 1,

which is `level_sq_add_coupling`. Its diagonal entries are

E_i² + Σ_k |W_ik|² = 1.

The sum is not negative, so E_i² ≤ 1. `levels_mem_Icc` carries out this step for any finite number of discarded functions.

The same identity limits how many levels enter the gap. Since WW† = diag(1 − E_i²), its rank is the number of levels with E_i² ≠ 1. The rank cannot exceed the number of columns of W, which is the number of discarded functions. This is `card_gap_levels_le`: discarding three functions puts at most three levels strictly inside the gap.

## Building a Hamiltonian for prescribed levels

Conversely, let all E_i lie in [−1, 1] and let U be any unitary matrix. Define

R_i = √(1 − E_i²),
C = U diag(E) U†,
S = U diag(R) U†.

Both C and S are Hermitian. They commute because diagonal matrices do, and C² + S² = U diag(E_i² + R_i²) U† = 1. Take

H = ( C  S ; S  −C ).

This is Hermitian, and its square is

H² = ( C² + S²  CS − SC ; SC − CS  S² + C² ) = 1.

Its trace is tr C − tr C = 0, and its kept block is C. The proof of `exists_balanced` follows these lines: `hCS` is the commutation, `hsum` is C² + S² = 1, and `fromBlocks_multiply` forms the block product. `isTruncation_iff` then uses the spectral theorem to write a given Hermitian C in the form U diag(E) U†, and applies the two directions.

For band edges a < b, set c = (a + b)/2 and r = (b − a)/2, and write E_i = c + rF_i. If the E_i lie in [a, b], the F_i lie in [−1, 1], so there is a balanced G with levels F_i in its kept block. With H = c1 + rG,

(H − a)(H − b) = r²(G + 1)(G − 1) = r²(G² − 1) = 0,

and the kept block of H is U diag(c + rF_i) U† = U diag(E) U†. With m now also denoting the number of kept functions, tr H = 2mc = m(a + b), so each band holds m states. This is `exists_spurious_levels`.

## One kept function

Keep one function, discard one, and ask for the level 0.6. Then S = √(1 − 0.36) = 0.8 and

H = ( 0.6  0.8 ; 0.8  −0.6 ).

The diagonal entries of H² are 0.36 + 0.64 = 1, and the off-diagonal ones are 0.48 − 0.48 = 0. The state at energy 1 is (2, 1)/√5, so the kept function has weight 4/5 in the upper band and 1/5 in the lower. Its energy is 4/5 − 1/5 = 0.6, an average over both bands and not a level of H.

## Occupation numbers of a subsystem

With a = 0 and b = 1 the construction gives H² = H and trace m. Such an H is the one-particle density matrix of a Slater determinant with m electrons in 2m spin orbitals. Any m occupation numbers in [0, 1] therefore arise when it is restricted to a subsystem of m spin orbitals.

## What this means for a plane-wave cutoff

In electronic structure, the result shows for finite matrices with two flat bands that a gap in the full spectrum does not by itself protect the truncated one. It does not say what happens in a real plane-wave calculation: here H is built to fit the wanted levels, whereas there the kinetic energy and potential are given and the cutoff selects the functions. Whether levels enter the gap then depends on that Hamiltonian and that cutoff, including the energies of the discarded functions as well as their coupling to the kept ones.
